# The absolute eigenvalues of a Hermitian matrix sum to at most the sum of its root second moments

A projected density of states is usually drawn as a curve over energy. For a finite Hamiltonian it is a list: site $m$ carries a weight at each level $k$, namely the squared magnitude of the coefficient of orbital $k$ on that site. Here the orbitals are the columns of the unitary eigenvector matrix that Mathlib attaches to a Hermitian matrix. Within a degenerate level this fixes one basis among many, and the individual weights depend on it, but the moments used below do not.

## From site moments to a bound on the levels

Let $H$ be a Hermitian matrix over $N$ orthonormal site orbitals, with real eigenvalues $e_k$ and a unitary matrix $U$ of eigenvectors, so that $(HU)_{mk} = e_k U_{mk}$. Write $w_{mk} = |U_{mk}|^2$ for the weights and $\mu_m = \sum_n |H_{mn}|^2$ for the squared row norm. The claim is

$$\sum_k |e_k| \le \sum_m \sqrt{\mu_m}.$$

Unitarity normalises the weights in both directions:

$$\sum_k w_{mk} = (UU^\dagger)_{mm} = 1, \qquad \sum_m w_{mk} = (U^\dagger U)_{kk} = 1.$$

The first two moments of the projected density of states are matrix elements of $H$ and $HH^\dagger$:

$$\sum_k e_k w_{mk} = \sum_k (HU)_{mk} U_{mk}^* = (HUU^\dagger)_{mm} = H_{mm},$$

$$\sum_k e_k^2 w_{mk} = \sum_k |(HU)_{mk}|^2 = (HUU^\dagger H^\dagger)_{mm} = (HH^\dagger)_{mm} = \mu_m.$$

On each site, the Cauchy–Schwarz inequality bounds the mean of $|e|$:

$$\Big(\sum_k |e_k|\, w_{mk}\Big)^2 = \Big(\sum_k |e_k||U_{mk}|\cdot|U_{mk}|\Big)^2 \le \sum_k e_k^2 w_{mk} \sum_k w_{mk} = \mu_m.$$

Distributing each level over the sites then gives the claim:

$$\sum_k |e_k| = \sum_m \sum_k |e_k|\, w_{mk} \le \sum_m \sqrt{\mu_m}.$$

## Bond energy, coordination and the dimer

The diagonal of $H$ has played no special role so far. Now let it vanish, so that energies are measured from a common on-site level. Summing the first moments over sites gives $\sum_k e_k = \sum_m H_{mm} = 0$. Let each level have an occupation $0 \le f_k \le 1$ per spin. Then $2 f_k e_k \ge e_k - |e_k|$: for $e_k \ge 0$ the right side is zero, and for $e_k \le 0$ it is $2e_k$, which is at most $2f_k e_k$ because $f_k \le 1$. Summing over levels,

$$2\sum_k f_k e_k \ge -\sum_k |e_k| \ge -\sum_m \sqrt{\mu_m}.$$

The factor 2 for spin is already used up here. Doubling the right side as well would leave a true inequality, but one twice as weak as necessary.

If every site has $z$ neighbours and every hopping has magnitude $|h|$, then $\mu_m = z|h|^2$ and $\sum_k |e_k| \le N|h|\sqrt z$, that is, at most $|h|\sqrt z$ per site. The phases of the hoppings do not enter this bound, although they can change the levels themselves.

The two-site dimer attains the bound. Its matrix has off-diagonal elements $h$ and $h^*$ and satisfies $H^2 = |h|^2\,\mathbb 1$. In general, if $H^2 = c^2\,\mathbb 1$ with $c$ real and $Hu = eu$ for a normalised $u$, applying $H$ twice gives $c^2 u = e^2 u$, hence $|e| = |c|$. Both dimer levels therefore have magnitude $|h|$, and their sum $2|h|$ equals $\sqrt{\mu_1} + \sqrt{\mu_2}$.

Second-moment tight-binding potentials take the bond energy of an atom to be proportional to $\sqrt{\mu_m}$; for non-interacting electrons in a finite orthonormal basis with one orbital per atom and all on-site energies zero, the inequality shows that the sum of such square roots over the sites limits how far the total bond energy can lie below zero, without saying that the energy follows this sum.

The same argument handles unequal on-site energies. Measuring energies on site $m$ from $H_{mm}$ replaces the second moment by the variance $\sum_{n\ne m}|H_{mn}|^2$, and by hand one finds

$$2\sum_{m}\sum_k f_k (e_k - H_{mm})\, w_{mk} \ge -\sum_m \Big(\sum_{n \ne m} |H_{mn}|^2\Big)^{1/2},$$

a variant that the Lean file does not contain.

## Orbitals, weights and moments in Lean

The finite type `ι` labels the sites, with one orbital each. It also labels the levels, since there are as many eigenvalues, counted with multiplicity, as sites.

```lean
import Mathlib

open Matrix

namespace SecondMomentBond

noncomputable section

variable {ι : Type*} [Fintype ι] [DecidableEq ι] {H : Matrix ι ι ℂ}
```

The argument `hH` is a proof that `H` is Hermitian, and both the eigenvalues and the eigenvectors are obtained from it.

```lean
/-- The matrix of orbital coefficients: column `k` is the `k`-th normalised eigenvector of `H`. -/
def orbitals (hH : H.IsHermitian) : Matrix ι ι ℂ := (hH.eigenvectorUnitary : Matrix ι ι ℂ)
```

In `weight hH m k` the site comes first and the level second, as in $w_{mk}$.

```lean
/-- The weight of level `k` in the density of states projected on site `m`. -/
def weight (hH : H.IsHermitian) (m k : ι) : ℝ := ‖orbitals hH m k‖ ^ 2
```

The second moment $\mu_m$ is defined from the matrix elements alone. That it is a moment of the projected density of states is a theorem further down.

```lean
/-- The second moment of site `m`: the sum of squared magnitudes of the matrix elements
in its row. -/
def secondMoment (H : Matrix ι ι ℂ) (m : ι) : ℝ := ∑ n, ‖H m n‖ ^ 2
```

Two auxiliary lemmas express $zz^* = |z|^2$ and $(AA^\dagger)_{mm} = \sum_n |A_{mn}|^2$. The second is applied below to $U$, $U^\dagger$, $HU$ and $H$.

```lean
lemma mul_star_self' (z : ℂ) : z * star z = ((‖z‖ ^ 2 : ℝ) : ℂ) := by
  rw [← Complex.normSq_eq_norm_sq]
  exact Complex.mul_conj z

omit [DecidableEq ι] in
lemma row_norm (A : Matrix ι ι ℂ) (m : ι) :
    (A * Aᴴ) m m = ((∑ n, ‖A m n‖ ^ 2 : ℝ) : ℂ) := by
  rw [Matrix.mul_apply, Complex.ofReal_sum]
  refine Finset.sum_congr rfl fun n _ => ?_
  rw [Matrix.conjTranspose_apply, mul_star_self']
```

Unitarity and the eigenvalue equation come from Mathlib; the latter is rewritten in site components.

```lean
lemma orbitals_mul_star (hH : H.IsHermitian) : orbitals hH * (orbitals hH)ᴴ = 1 :=
  Matrix.mem_unitaryGroup_iff.mp hH.eigenvectorUnitary.2

/-- Each orbital solves the eigenvalue equation, written in site components. -/
theorem eigen_equation (hH : H.IsHermitian) (m k : ι) :
    (H * orbitals hH) m k = (hH.eigenvalues k : ℂ) * orbitals hH m k := by
  have h := congrFun (hH.mulVec_eigenvectorBasis k) m
  simpa [orbitals, Matrix.mul_apply, Matrix.mulVec, dotProduct,
    Matrix.IsHermitian.eigenvectorUnitary_apply] using h
```

The two normalisations follow from `row_norm`, applied to $U$ for the sum over levels and to $U^\dagger$ for the sum over sites.

```lean
/-- The weights are normalised, both over the levels on one site and over the sites
in one level. -/
theorem weight_normalised (hH : H.IsHermitian) (i : ι) :
    ∑ k, weight hH i k = 1 ∧ ∑ m, weight hH m i = 1 := by
  constructor
  · have h := row_norm (orbitals hH) i
    rw [orbitals_mul_star, Matrix.one_apply_eq] at h
    exact_mod_cast h.symm
  · have h := row_norm (orbitals hH)ᴴ i
    rw [Matrix.conjTranspose_conjTranspose, mul_eq_one_comm.mp (orbitals_mul_star hH),
      Matrix.one_apply_eq] at h
    simp only [Matrix.conjTranspose_apply, norm_star] at h
    exact_mod_cast h.symm
```

The first moment is stated as an equality of complex numbers, because `H m m` has a complex type even though it is real for a Hermitian matrix. The proof inserts $UU^\dagger = 1$ and expands the product.

```lean
/-- The first moment of the projected density of states is the on-site energy. -/
theorem first_moment (hH : H.IsHermitian) (m : ι) :
    ((∑ k, hH.eigenvalues k * weight hH m k : ℝ) : ℂ) = H m m := by
  have h : (H * orbitals hH * (orbitals hH)ᴴ) m m = H m m := by
    rw [Matrix.mul_assoc, orbitals_mul_star, Matrix.mul_one]
  rw [← h, Matrix.mul_apply, Complex.ofReal_sum]
  refine Finset.sum_congr rfl fun k _ => ?_
  rw [eigen_equation, Matrix.conjTranspose_apply, mul_assoc, mul_star_self',
    Complex.ofReal_mul, weight]
```

For the second moment, `h` is the identity $(HU)(HU)^\dagger = HH^\dagger$. Reading its diagonal element with `row_norm` on both sides gives the two sums.

```lean
/-- The second moment of the projected density of states is the sum of squared magnitudes
of the matrix elements in the row of that site. -/
theorem second_moment (hH : H.IsHermitian) (m : ι) :
    ∑ k, hH.eigenvalues k ^ 2 * weight hH m k = secondMoment H m := by
  have h : (H * orbitals hH) * (H * orbitals hH)ᴴ = H * Hᴴ := by
    rw [Matrix.conjTranspose_mul, Matrix.mul_assoc, ← Matrix.mul_assoc (orbitals hH),
      orbitals_mul_star, Matrix.one_mul]
  have h1 := row_norm (H * orbitals hH) m
  rw [h, row_norm H m] at h1
  have h2 := Complex.ofReal_injective h1
  rw [secondMoment, h2]
  refine Finset.sum_congr rfl fun k _ => ?_
  rw [eigen_equation, norm_mul, Complex.norm_real, Real.norm_eq_abs, mul_pow, sq_abs, weight]
```

## The inequality and its energy form

The main theorem assumes only that `H` is Hermitian. In its proof, `hsplit` distributes the levels over the sites. `Finset.sum_le_sum` then reduces the claim to one site, where `hcs` is the Cauchy–Schwarz inequality with the factors $|e_k||U_{mk}|$ and $|U_{mk}|$. The facts `h1` and `h2` evaluate its right side as $1$ and $\mu_m$.

```lean
/-- Second-moment bound: the sum of the absolute eigenvalues of a Hermitian matrix is at most
the sum over sites of the square root of the second moment. -/
theorem sum_abs_eigenvalues_le (hH : H.IsHermitian) :
    ∑ k, |hH.eigenvalues k| ≤ ∑ m, √(secondMoment H m) := by
  -- distribute each level over the sites
  have hsplit : ∑ k, |hH.eigenvalues k| = ∑ m, ∑ k, |hH.eigenvalues k| * weight hH m k := by
    rw [Finset.sum_comm]
    refine Finset.sum_congr rfl fun k _ => ?_
    rw [← Finset.mul_sum, (weight_normalised hH k).2, mul_one]
  rw [hsplit]
  refine Finset.sum_le_sum fun m _ => Real.le_sqrt_of_sq_le ?_
  -- Cauchy-Schwarz in the projected density of states of site m
  have hcs := Finset.sum_mul_sq_le_sq_mul_sq Finset.univ
    (fun k => |hH.eigenvalues k| * ‖orbitals hH m k‖) (fun k => ‖orbitals hH m k‖)
  have h1 : ∑ k, ‖orbitals hH m k‖ ^ 2 = 1 := (weight_normalised hH m).1
  have h2 : ∑ k, (|hH.eigenvalues k| * ‖orbitals hH m k‖) ^ 2 = secondMoment H m := by
    rw [← second_moment hH m]
    refine Finset.sum_congr rfl fun k _ => ?_
    rw [mul_pow, sq_abs, weight]
  have h3 : ∑ k, |hH.eigenvalues k| * weight hH m k
      = ∑ k, |hH.eigenvalues k| * ‖orbitals hH m k‖ * ‖orbitals hH m k‖ := by
    refine Finset.sum_congr rfl fun k _ => ?_
    rw [weight]
    ring
  rw [h3]
  rw [h1, h2, mul_one] at hcs
  exact hcs
```

The energy bound adds `hdiag`, the zero of energy on every site, and `hf`, which keeps each occupation between 0 and 1 as the Pauli principle requires for one spin. The occupations are otherwise free: no electron number or temperature is fixed. The energy is the band term alone, without repulsion between the atoms or self-consistency. In the proof, `h0` is the vanishing sum of levels, and `h1` is the inequality $e_k - |e_k| \le 2f_k e_k$ summed over $k$, with the two signs of $e_k$ treated separately.

```lean
/-- With zero on-site energies, the energy of doubly degenerate (spin) levels with occupations
between 0 and 1 lies no lower than minus the sum of the root second moments. -/
theorem bond_energy_bound (hH : H.IsHermitian) (hdiag : ∀ m, H m m = 0)
    (f : ι → ℝ) (hf : ∀ k, 0 ≤ f k ∧ f k ≤ 1) :
    -∑ m, √(secondMoment H m) ≤ 2 * ∑ k, f k * hH.eigenvalues k := by
  -- the levels are centred at zero
  have h0 : ∑ k, hH.eigenvalues k = 0 := by
    have h : ∑ k, hH.eigenvalues k = ∑ m, ∑ k, hH.eigenvalues k * weight hH m k := by
      rw [Finset.sum_comm]
      refine Finset.sum_congr rfl fun k _ => ?_
      rw [← Finset.mul_sum, (weight_normalised hH k).2, mul_one]
    rw [h]
    refine Finset.sum_eq_zero fun m _ => ?_
    have hm := first_moment hH m
    rw [hdiag m] at hm
    exact Complex.ofReal_eq_zero.mp hm
  have h1 : ∑ k, (hH.eigenvalues k - |hH.eigenvalues k|)
      ≤ ∑ k, 2 * (f k * hH.eigenvalues k) := by
    refine Finset.sum_le_sum fun k _ => ?_
    obtain ⟨ha, hb⟩ := hf k
    rcases le_total 0 (hH.eigenvalues k) with h | h
    · rw [abs_of_nonneg h]
      nlinarith [mul_nonneg ha h]
    · rw [abs_of_nonpos h]
      nlinarith [mul_nonneg (sub_nonneg.mpr hb) (neg_nonneg.mpr h)]
  rw [Finset.sum_sub_distrib, h0, ← Finset.mul_sum] at h1
  linarith [sum_abs_eigenvalues_le hH]
```

## Equal hoppings and a case of equality

Neighbours are described by a simple graph `G` in which every site has degree `z`. The hypothesis `hop` fixes the magnitude of every matrix element: `‖h‖` between neighbours and zero otherwise. Since a simple graph has no loops, this includes a zero diagonal. A finite cluster with a surface generally fails the regularity condition, whereas a ring of at least three sites satisfies it with $z = 2$. The proof counts the neighbours to obtain $\mu_m = |h|^2 z$ and inserts this in the main theorem.

```lean
/-- If all on-site energies vanish, every site has `z` neighbours, and the hoppings have magnitude
`|h|` between neighbours, with any phases, and are zero otherwise, the sum of absolute eigenvalues
is at most `|h| √z` times the number of sites. -/
theorem coordination_bound (hH : H.IsHermitian) (G : SimpleGraph ι) [DecidableRel G.Adj]
    (z : ℕ) (hz : G.IsRegularOfDegree z) (h : ℂ)
    (hop : ∀ m n, ‖H m n‖ = if G.Adj m n then ‖h‖ else 0) :
    ∑ k, |hH.eigenvalues k| ≤ Fintype.card ι * (‖h‖ * √z) := by
  have hs : ∀ m, √(secondMoment H m) = ‖h‖ * √z := by
    intro m
    have h1 : secondMoment H m = ‖h‖ ^ 2 * z := by
      have hd : (Finset.univ.filter (fun n => G.Adj m n)).card = z := by
        rw [← hz m, ← SimpleGraph.card_neighborFinset_eq_degree]
        congr 1
        ext n
        simp
      simp only [secondMoment, hop, ite_pow, ne_eq, OfNat.ofNat_ne_zero, not_false_eq_true,
        zero_pow]
      rw [← Finset.sum_filter, Finset.sum_const, hd, nsmul_eq_mul, mul_comm]
    rw [h1, Real.sqrt_mul (sq_nonneg _), Real.sqrt_sq (norm_nonneg _)]
  refine (sum_abs_eigenvalues_le hH).trans (le_of_eq ?_)
  simp only [hs, Finset.sum_const, Finset.card_univ, nsmul_eq_mul]
```

The next theorem turns $H^2 = c^2\,\mathbb 1$ into a statement about each level. Where the argument by hand uses a normalised vector $u$, the proof multiplies the component equation by $U_{mk}^*$, which gives $c^2 w_{mk} = e_k^2 w_{mk}$, and sums over $m$. The weights add to one and leave $c^2 = e_k^2$.

```lean
/-- If the square of the Hamiltonian is `c²` times the identity, every level has
magnitude `|c|`. -/
theorem abs_eigenvalue_of_sq (hH : H.IsHermitian) (c : ℝ)
    (hc : H * H = ((c ^ 2 : ℝ) : ℂ) • (1 : Matrix ι ι ℂ)) (k : ι) :
    |hH.eigenvalues k| = |c| := by
  -- apply the Hamiltonian twice to orbital k
  have h1 : ∀ m, c ^ 2 * weight hH m k = hH.eigenvalues k ^ 2 * weight hH m k := by
    intro m
    have h2 : (H * (H * orbitals hH)) m k
        = (hH.eigenvalues k : ℂ) * (H * orbitals hH) m k := by
      rw [Matrix.mul_apply, Matrix.mul_apply, Finset.mul_sum]
      refine Finset.sum_congr rfl fun n _ => ?_
      rw [eigen_equation]
      ring
    rw [← Matrix.mul_assoc, hc, Matrix.smul_mul, Matrix.one_mul, Matrix.smul_apply,
      smul_eq_mul, eigen_equation] at h2
    have h3 := congrArg (fun x : ℂ => x * star (orbitals hH m k)) h2
    simp only [mul_assoc, mul_star_self'] at h3
    have h4 : c ^ 2 * weight hH m k
        = hH.eigenvalues k * (hH.eigenvalues k * weight hH m k) := by
      unfold weight
      exact_mod_cast h3
    rw [h4]
    ring
  have h5 := Finset.sum_congr (rfl : (Finset.univ : Finset ι) = Finset.univ) fun m _ => h1 m
  rw [← Finset.mul_sum, ← Finset.mul_sum, (weight_normalised hH k).2, mul_one, mul_one] at h5
  exact (sq_eq_sq_iff_abs_eq_abs _ _).mp h5.symm
```

For the dimer, `hc` verifies $H^2 = |h|^2\,\mathbb 1$ entry by entry. The Hermiticity hypothesis `hH` is true for every complex `h`; it appears as an argument because the eigenvalues are defined through it. The two parts of the conclusion evaluate the two sides of the main inequality separately, and both are $2|h|$.

```lean
/-- For the two-site dimer with zero on-site energies and hopping `h`, the sum of absolute
eigenvalues is `2|h|` and equals the sum of the root second moments. -/
theorem dimer_saturates (h : ℂ) (hH : (!![0, h; star h, 0] : Matrix (Fin 2) (Fin 2) ℂ).IsHermitian) :
    ∑ k, |hH.eigenvalues k| = 2 * ‖h‖ ∧
      ∑ m, √(secondMoment !![0, h; star h, 0] m) = 2 * ‖h‖ := by
  have hc : (!![0, h; star h, 0] : Matrix (Fin 2) (Fin 2) ℂ) * !![0, h; star h, 0]
      = ((‖h‖ ^ 2 : ℝ) : ℂ) • (1 : Matrix (Fin 2) (Fin 2) ℂ) := by
    rw [← mul_star_self' h]
    ext i j
    fin_cases i <;> fin_cases j <;> simp [Matrix.mul_apply, Fin.sum_univ_succ, mul_comm]
  constructor
  · simp only [abs_eigenvalue_of_sq hH ‖h‖ hc, abs_norm, Fin.sum_univ_two]
    ring
  · simp [secondMoment, Fin.sum_univ_two, Real.sqrt_sq (norm_nonneg h)]
    try ring

end

end SecondMomentBond
```

```lean
#print axioms SecondMomentBond.sum_abs_eigenvalues_le
#print axioms SecondMomentBond.bond_energy_bound
#print axioms SecondMomentBond.coordination_bound
#print axioms SecondMomentBond.dimer_saturates
```

```
'SecondMomentBond.sum_abs_eigenvalues_le' depends on axioms: [propext, Classical.choice, Quot.sound]
'SecondMomentBond.bond_energy_bound' depends on axioms: [propext, Classical.choice, Quot.sound]
'SecondMomentBond.coordination_bound' depends on axioms: [propext, Classical.choice, Quot.sound]
'SecondMomentBond.dimer_saturates' depends on axioms: [propext, Classical.choice, Quot.sound]
```
